# The one-sided pressure derivatives of the Gibbs energy are the smallest and largest stable volumes

A calculation of energy against volume gives a fitted curve \(f(v)\), and the volume at a chosen pressure \(p\) is found by minimizing \(f(v)+pv\). The minimum value is the Gibbs energy \(G(p)\), and its slope in \(p\) gives the volume back. At a transition where the volume jumps, this last step needs care, because the slope just above the transition differs from the slope just below it.

For a continuous \(f\) on a bounded interval \([a,b]\) of volumes, with \(a\le b\), the theorems below say which volumes these slopes are. The right derivative of \(G\) is the smallest minimizing volume and the left derivative is the largest. For electronic structure, this applies to pressure-induced transitions described by a single continuous curve \(f\) of the Helmholtz free energy at fixed temperature; at zero temperature \(f\) is the energy and \(G\) the enthalpy.

## Gibbs energy and stable phases

```lean
import Mathlib

open Set

namespace GibbsKink

noncomputable section
```

The file loads the Mathlib library and opens the names for sets. From here on `Icc a b` is the closed interval \([a,b]\), `Ici p₀` is the half-line \([p_0,\infty)\), and `Iic p₀` is \((-\infty,p_0]\).

```lean
/-- The Gibbs energy at pressure `p`: the infimum of `f v + p v` over volumes in `[a, b]`. -/
def gibbs (f : ℝ → ℝ) (a b p : ℝ) : ℝ := sInf ((fun v => f v + p * v) '' Icc a b)
```

This defines
\[
G(p)=\inf_{v\in[a,b]}\bigl(f(v)+pv\bigr).
\]
The expression `(fun v => f v + p * v) '' Icc a b` is the set of values that \(f(v)+pv\) takes on the interval, and `sInf` is its infimum. All quantities are plain real numbers, so units are left to the reader, and \(p\) may be negative.

```lean
/-- The stable phases at pressure `p`: the volumes in `[a, b]` that minimize `f v + p v`. -/
def phases (f : ℝ → ℝ) (a b p : ℝ) : Set ℝ :=
  {v | v ∈ Icc a b ∧ ∀ w ∈ Icc a b, f v + p * v ≤ f w + p * w}
```

A volume \(v\) is a stable phase at \(p\) if it lies in \([a,b]\) and no other volume there has a lower \(f+pv\). A phase is thus identified with its volume. A minimizer at an endpoint also counts, although the condition \(p=-f'(v)\) may fail there.

```lean
variable {f : ℝ → ℝ} {a b p p₀ : ℝ}

/-- The Gibbs energy is the value of `f v + p v` at any stable phase. -/
theorem gibbs_eq {v : ℝ} (hv : v ∈ phases f a b p) : gibbs f a b p = f v + p * v := by
  have h : IsLeast ((fun v => f v + p * v) '' Icc a b) (f v + p * v) := by
    refine ⟨⟨v, hv.1, rfl⟩, ?_⟩
    rintro _ ⟨w, hw, rfl⟩
    exact hv.2 w hw
  exact h.csInf_eq
```

If \(v\) is stable at \(p\), then \(G(p)=f(v)+pv\). The number \(f(v)+pv\) is one of the values in the set, and it lies below all the others. Lean calls such a number `IsLeast`, and a least element is the infimum. In the proof, `hv.1` is the first half of the definition of a phase (\(v\) lies in the interval) and `hv.2` is the second (\(v\) minimizes).

```lean
/-- For a continuous free energy the stable phases form a nonempty compact set. -/
theorem phases_compact_nonempty (hab : a ≤ b) (hf : ContinuousOn f (Icc a b)) (p : ℝ) :
    IsCompact (phases f a b p) ∧ (phases f a b p).Nonempty := by
  have hc : ContinuousOn (fun v => f v + p * v) (Icc a b) := by fun_prop
  obtain ⟨v, hv, hm⟩ := isCompact_Icc.exists_isMinOn (nonempty_Icc.2 hab) hc
  have hmin : ∀ w ∈ Icc a b, f v + p * v ≤ f w + p * w := fun w hw => hm hw
  refine ⟨?_, v, hv, hmin⟩
  -- the phases are a closed sublevel set inside the compact interval
  have hs : phases f a b p =
      Icc a b ∩ (fun v => f v + p * v) ⁻¹' Iic (f v + p * v) := by
    ext w
    constructor
    · intro hw
      exact ⟨hw.1, hw.2 v hv⟩
    · rintro ⟨h1, h2⟩
      exact ⟨h1, fun u hu => le_trans h2 (hmin u hu)⟩
  rw [hs]
  exact isCompact_Icc.of_isClosed_subset
    (hc.preimage_isClosed_of_isClosed isClosed_Icc isClosed_Iic) inter_subset_left
```

The hypothesis `ContinuousOn f (Icc a b)` says that \(f\) is continuous on the interval. A continuous function on a closed bounded interval attains its minimum, so there is at least one stable phase \(v\). The full set of phases is
\[
\{w\in[a,b] : f(w)+pw\le f(v)+pv\},
\]
which is a closed subset of a compact interval and therefore compact. This is what guarantees a smallest and a largest stable volume.

## Bounds on the energy change, and concavity

```lean
/-- The change of Gibbs energy from `p₀` to `p` is at least `p - p₀` times any volume stable at `p`,
and at most `p - p₀` times any volume stable at `p₀`. -/
theorem gibbs_sandwich {u w : ℝ} (hu : u ∈ phases f a b p₀) (hw : w ∈ phases f a b p) :
    (p - p₀) * w ≤ gibbs f a b p - gibbs f a b p₀ ∧
      gibbs f a b p - gibbs f a b p₀ ≤ (p - p₀) * u := by
  rw [gibbs_eq hu, gibbs_eq hw]
  have h1 := hu.2 w hw.1
  have h2 := hw.2 u hu.1
  constructor <;> nlinarith
```

Let \(u\) be stable at \(p_0\) and \(w\) stable at \(p\). Then
\[
(p-p_0)\,w\;\le\;G(p)-G(p_0)\;\le\;(p-p_0)\,u .
\]
By the previous formula for \(G\), the middle term is \(f(w)+pw-f(u)-p_0u\). Since \(u\) minimizes at \(p_0\), we have \(f(u)+p_0u\le f(w)+p_0w\), and inserting this gives the lower bound. Since \(w\) minimizes at \(p\), we have \(f(w)+pw\le f(u)+pu\), which gives the upper bound. In Lean these two inequalities are `h1` and `h2`, and `nlinarith`, a tactic for inequalities that contain products, finishes the algebra.

```lean
/-- The Gibbs energy is a concave function of pressure. -/
theorem gibbs_concave (hab : a ≤ b) (hf : ContinuousOn f (Icc a b)) :
    ConcaveOn ℝ univ (gibbs f a b) := by
  refine ⟨convex_univ, fun p _ q _ s t hs ht hst => ?_⟩
  obtain ⟨v, hv⟩ := (phases_compact_nonempty hab hf (s • p + t • q)).2
  have key : ∀ r, gibbs f a b r ≤ f v + r * v := fun r => by
    obtain ⟨u, hu⟩ := (phases_compact_nonempty hab hf r).2
    rw [gibbs_eq hu]
    exact hu.2 v hv.1
  rw [gibbs_eq hv]
  simp only [smul_eq_mul]
  have h1 := mul_le_mul_of_nonneg_left (key p) hs
  have h2 := mul_le_mul_of_nonneg_left (key q) ht
  have h3 : (s + t) * f v = f v := by rw [hst, one_mul]
  nlinarith [h1, h2, h3]
```

Concavity means that for weights \(s,t\ge0\) with \(s+t=1\),
\[
s\,G(p)+t\,G(q)\le G(sp+tq).
\]
Take a phase \(v\) stable at the mixed pressure \(sp+tq\). At any pressure \(r\) the minimum cannot exceed the value at \(v\), so \(G(r)\le f(v)+rv\); this is `key`. Using it at \(p\) and \(q\) with the two weights gives
\[
s\,G(p)+t\,G(q)\le (s+t)f(v)+(sp+tq)v=f(v)+(sp+tq)v=G(sp+tq).
\]
The function \(f\) itself need not be convex.

## Phases at nearby pressures

```lean
/-- At pressures close enough to `p₀`, every stable phase has a volume within `ε` of that of
some phase stable at `p₀`. -/
theorem phases_near (hab : a ≤ b) (hf : ContinuousOn f (Icc a b)) (p₀ : ℝ) {ε : ℝ}
    (hε : 0 < ε) : ∃ δ > 0, ∀ p, |p - p₀| < δ → ∀ w ∈ phases f a b p,
      ∃ u ∈ phases f a b p₀, |w - u| < ε := by
  obtain ⟨v, hv⟩ := (phases_compact_nonempty hab hf p₀).2
  -- the volumes that stay away from all phases stable at `p₀`
  let K : Set ℝ := Icc a b ∩ ⋂ u ∈ phases f a b p₀, {w | ε ≤ |w - u|}
  have hK : IsCompact K := isCompact_Icc.inter_right
    (isClosed_biInter fun u _ => isClosed_le continuous_const (by fun_prop))
  have memK : ∀ w ∈ Icc a b, (∀ u ∈ phases f a b p₀, ε ≤ |w - u|) → w ∈ K :=
    fun w hw h => ⟨hw, mem_iInter₂.2 h⟩
  rcases K.eq_empty_or_nonempty with hE | hN
  · refine ⟨1, one_pos, fun p _ w hw => ?_⟩
    by_contra hcon
    push Not at hcon
    have h := memK w hw.1 hcon
    rw [hE] at h
    exact h
  · have hc : ContinuousOn (fun v => f v + p₀ * v) K :=
      ContinuousOn.mono (by fun_prop) (inter_subset_left : K ⊆ Icc a b)
    obtain ⟨k, hk, hm⟩ := hK.exists_isMinOn hN hc
    -- on these volumes the energy exceeds the minimum by a finite gap
    have gap : f v + p₀ * v < f k + p₀ * k := by
      by_contra hcon
      have hkp : k ∈ phases f a b p₀ :=
        ⟨hk.1, fun w hw => (not_lt.1 hcon).trans (hv.2 w hw)⟩
      have h : ε ≤ |k - k| := mem_iInter₂.1 hk.2 k hkp
      rw [sub_self, abs_zero] at h
      linarith
    have hL : 0 < b - a + 1 := by linarith
    refine ⟨(f k + p₀ * k - (f v + p₀ * v)) / (b - a + 1),
      div_pos (by linarith) hL, fun p hp w hw => ?_⟩
    by_contra hcon
    push Not at hcon
    have h1 : f k + p₀ * k ≤ f w + p₀ * w := hm (memK w hw.1 hcon)
    have h2 := hw.2 v hv.1
    rw [lt_div_iff₀ hL] at hp
    have h3 : |v - w| ≤ b - a + 1 := by
      rw [abs_le]
      constructor <;> linarith [hv.1.1, hv.1.2, hw.1.1, hw.1.2]
    have h4 : (p - p₀) * (v - w) ≤ |p - p₀| * (b - a + 1) := by
      refine (le_abs_self _).trans ?_
      rw [abs_mul]
      exact mul_le_mul_of_nonneg_left h3 (abs_nonneg _)
    nlinarith
```

For every \(\varepsilon>0\) there is a \(\delta>0\) such that, whenever \(|p-p_0|<\delta\), each phase stable at \(p\) lies within \(\varepsilon\) of some phase stable at \(p_0\).

Let \(K\) be the set of volumes in \([a,b]\) at distance at least \(\varepsilon\) from every phase stable at \(p_0\). If \(K\) is empty, there is nothing to avoid and \(\delta=1\) will do. Otherwise \(K\) is compact, so \(f(v)+p_0v\) has a minimizer \(k\) on it. Define the energy gap
\[
g=f(k)+p_0k-G(p_0).
\]
It is positive: if it were not, \(k\) would itself be stable at \(p_0\), yet it would have to lie at distance at least \(\varepsilon\) from itself.

Choose \(\delta=g/(b-a+1)\), where the added 1 keeps the denominator positive when \(a=b\). Suppose that some \(w\) stable at \(p\) were in \(K\), and let \(v\) be stable at \(p_0\). Stability of \(w\) gives \(f(w)-f(v)\le p(v-w)\), so
\[
g\le f(w)+p_0w-f(v)-p_0v\le(p-p_0)(v-w)\le|p-p_0|(b-a+1)<g,
\]
a contradiction. The Lean proof follows the same path: `gap` is \(g>0\), `h1` to `h4` are the links of the chain, and `by_contra` introduces the assumption to be refuted.

## The two slopes

```lean
/-- The right derivative of the Gibbs energy is the smallest stable volume. -/
theorem gibbs_right_deriv (hab : a ≤ b) (hf : ContinuousOn f (Icc a b)) {v : ℝ}
    (hv : IsLeast (phases f a b p₀) v) : HasDerivWithinAt (gibbs f a b) v (Ici p₀) p₀ := by
  rw [hasDerivWithinAt_iff_isLittleO, Asymptotics.isLittleO_iff]
  intro c hc
  obtain ⟨δ, hδ, H⟩ := phases_near hab hf p₀ hc
  filter_upwards [self_mem_nhdsWithin,
    mem_nhdsWithin_of_mem_nhds (Metric.ball_mem_nhds p₀ hδ)] with p hp hd
  have hp' : 0 ≤ p - p₀ := sub_nonneg.2 hp
  obtain ⟨w, hw⟩ := (phases_compact_nonempty hab hf p).2
  obtain ⟨u, hu, hwu⟩ := H p (by simpa [Real.dist_eq] using hd) w hw
  obtain ⟨h1, h2⟩ := gibbs_sandwich hv.1 hw
  have h3 : -c ≤ w - v := by linarith [(abs_lt.1 hwu).1, hv.2 hu]
  have h4 := mul_le_mul_of_nonneg_left h3 hp'
  rw [Real.norm_eq_abs, Real.norm_eq_abs, abs_of_nonneg hp', smul_eq_mul, abs_le]
  constructor <;> nlinarith [mul_nonneg hc.le hp']
```

`IsLeast (phases f a b p₀) v` says that \(v\) is the smallest stable volume at \(p_0\). The conclusion, `HasDerivWithinAt` on `Ici p₀`, says that \(G\) has derivative \(v\) at \(p_0\) when only pressures \(p\ge p_0\) are considered.

Written out, we need for each \(c>0\) that
\[
|G(p)-G(p_0)-(p-p_0)v|\le c\,|p-p_0|
\]
for \(p\ge p_0\) close to \(p_0\). Take \(w\) stable at \(p\). The preceding result, with \(\varepsilon=c\), supplies a phase \(u\) stable at \(p_0\) with \(|w-u|<c\). Since \(v\) is the smallest phase, \(w>u-c\ge v-c\). The bounds on the energy change then give
\[
-c(p-p_0)\le(p-p_0)(w-v)\le G(p)-G(p_0)-(p-p_0)v\le0 .
\]
The tactic `filter_upwards` is how Lean restricts attention to pressures that are close enough and on the correct side.

```lean
/-- The left derivative of the Gibbs energy is the largest stable volume. -/
theorem gibbs_left_deriv (hab : a ≤ b) (hf : ContinuousOn f (Icc a b)) {v : ℝ}
    (hv : IsGreatest (phases f a b p₀) v) :
    HasDerivWithinAt (gibbs f a b) v (Iic p₀) p₀ := by
  rw [hasDerivWithinAt_iff_isLittleO, Asymptotics.isLittleO_iff]
  intro c hc
  obtain ⟨δ, hδ, H⟩ := phases_near hab hf p₀ hc
  filter_upwards [self_mem_nhdsWithin,
    mem_nhdsWithin_of_mem_nhds (Metric.ball_mem_nhds p₀ hδ)] with p hp hd
  have hp' : p - p₀ ≤ 0 := sub_nonpos.2 hp
  obtain ⟨w, hw⟩ := (phases_compact_nonempty hab hf p).2
  obtain ⟨u, hu, hwu⟩ := H p (by simpa [Real.dist_eq] using hd) w hw
  obtain ⟨h1, h2⟩ := gibbs_sandwich hv.1 hw
  have h3 : w - v ≤ c := by linarith [(abs_lt.1 hwu).2, hv.2 hu]
  have h4 := mul_le_mul_of_nonpos_left h3 hp'
  rw [Real.norm_eq_abs, Real.norm_eq_abs, abs_of_nonpos hp', smul_eq_mul, abs_le]
  constructor <;> nlinarith [mul_nonneg hc.le (neg_nonneg.2 hp')]
```

For the left derivative, \(v\) is the largest stable volume and \(p\le p_0\). Now \(w<u+c\le v+c\), and multiplying \(w-v\le c\) by the non-positive number \(p-p_0\) reverses the inequality:
\[
(p-p_0)(w-v)\ge c(p-p_0)=-c\,|p-p_0| .
\]
The upper bound is again zero, and the same estimate follows.

## A kink means coexistence

```lean
/-- The Gibbs energy has a kink at `p₀` exactly when two phases of different volume are
stable there. -/
theorem kink_iff_coexistence (hab : a ≤ b) (hf : ContinuousOn f (Icc a b)) (p₀ : ℝ) :
    ¬ DifferentiableAt ℝ (gibbs f a b) p₀ ↔
      ∃ u ∈ phases f a b p₀, ∃ w ∈ phases f a b p₀, u ≠ w := by
  obtain ⟨hcomp, hne⟩ := phases_compact_nonempty hab hf p₀
  obtain ⟨x, hx⟩ := hcomp.exists_isLeast hne
  obtain ⟨y, hy⟩ := hcomp.exists_isGreatest hne
  have hr := gibbs_right_deriv hab hf hx
  have hl := gibbs_left_deriv hab hf hy
  constructor
  · intro hnd
    refine ⟨x, hx.1, y, hy.1, fun hxy => hnd ?_⟩
    -- equal one-sided slopes glue to a derivative
    rw [← hxy] at hl
    have h := hl.union hr
    rw [Iic_union_Ici, hasDerivWithinAt_univ] at h
    exact h.differentiableAt
  · rintro ⟨u, hu, w, hw, huw⟩ hd
    have e1 := (hr.derivWithin (uniqueDiffOn_Ici p₀ p₀ (mem_Ici.2 le_rfl))).symm.trans
      (hd.hasDerivAt.hasDerivWithinAt.derivWithin
        (uniqueDiffOn_Ici p₀ p₀ (mem_Ici.2 le_rfl)))
    have e2 := (hl.derivWithin (uniqueDiffOn_Iic p₀ p₀ (mem_Iic.2 le_rfl))).symm.trans
      (hd.hasDerivAt.hasDerivWithinAt.derivWithin
        (uniqueDiffOn_Iic p₀ p₀ (mem_Iic.2 le_rfl)))
    exact huw (by linarith [hx.2 hu, hx.2 hw, hy.2 hu, hy.2 hw])
```

\(G\) fails to be differentiable at \(p_0\) exactly when two different volumes are stable there. Let \(x\) be the smallest and \(y\) the largest stable volume.

If \(x=y\), the two one-sided derivatives agree and `hl.union hr` glues them into an ordinary derivative. A kink therefore forces \(x\ne y\), and these are the two phases required. Conversely, if \(G\) were differentiable, both one-sided derivatives would equal \(G'(p_0)\), by uniqueness of derivatives on a half-line (`e1` and `e2`). Then \(x=y\), and every stable volume, lying between them, would be the same.

Coexistence here means at least two minimizers; a straight segment in \(f\) can supply a whole interval of them. Two coexisting volumes \(u<w\) satisfy \(f(u)+p_0u=f(w)+p_0w\), so
\[
p_0=-\frac{f(w)-f(u)}{w-u},
\]
the chord condition behind the Maxwell construction. The equal-area rule, which also needs a pressure curve \(-f'(v)\), is not among the theorems.

## A double well with numbers

```lean
/-- For the tilted double well `((v - 1)(v - 2))² - v` on `[0, 3]`, the stable volumes at
pressure `1` are `1` and `2`, and they are the right and left slopes of the Gibbs energy. -/
theorem double_well_kink :
    let f : ℝ → ℝ := fun v => ((v - 1) * (v - 2)) ^ 2 - v
    phases f 0 3 1 = {1, 2} ∧ HasDerivWithinAt (gibbs f 0 3) 1 (Ici 1) 1 ∧
      HasDerivWithinAt (gibbs f 0 3) 2 (Iic 1) 1 := by
  intro f
  have hf : ContinuousOn f (Icc 0 3) := by
    apply Continuous.continuousOn
    fun_prop
  have he : ∀ v, f v + 1 * v = ((v - 1) * (v - 2)) ^ 2 := fun v => by
    simp only [f]
    ring
  have hs : phases f 0 3 1 = {1, 2} := by
    ext v
    simp only [phases, Set.mem_ofPred_eq, he, mem_insert_iff, mem_singleton_iff]
    constructor
    · rintro ⟨_, h⟩
      have h1 := h 1 (by constructor <;> norm_num)
      have h2 : ((v - 1) * (v - 2)) ^ 2 = 0 :=
        le_antisymm (by simpa using h1) (sq_nonneg _)
      rcases mul_eq_zero.1 (pow_eq_zero_iff (two_ne_zero)|>.1 h2) with h3 | h3
      · left; linarith
      · right; linarith
    · rintro (rfl | rfl)
      · exact ⟨by constructor <;> norm_num, fun w _ => by
          have := sq_nonneg ((w - 1) * (w - 2))
          linarith⟩
      · exact ⟨by constructor <;> norm_num, fun w _ => by
          have := sq_nonneg ((w - 1) * (w - 2))
          linarith⟩
  refine ⟨hs, gibbs_right_deriv (by norm_num) hf ?_, gibbs_left_deriv (by norm_num) hf ?_⟩
  · rw [hs]
    exact ⟨by simp, by rintro x (rfl | rfl) <;> norm_num⟩
  · rw [hs]
    exact ⟨by simp, by rintro x (rfl | rfl) <;> norm_num⟩

end

end GibbsKink
```

```lean
#print axioms GibbsKink.gibbs_concave
#print axioms GibbsKink.gibbs_left_deriv
#print axioms GibbsKink.kink_iff_coexistence
#print axioms GibbsKink.double_well_kink
```

```
'GibbsKink.gibbs_concave' depends on axioms: [propext, Classical.choice, Quot.sound]
'GibbsKink.gibbs_left_deriv' depends on axioms: [propext, Classical.choice, Quot.sound]
'GibbsKink.kink_iff_coexistence' depends on axioms: [propext, Classical.choice, Quot.sound]
'GibbsKink.double_well_kink' depends on axioms: [propext, Classical.choice, Quot.sound]
```

The free energy is \(f(v)=((v-1)(v-2))^2-v\) on \([0,3]\). At \(p=1\) the tilt cancels and \(f(v)+v=((v-1)(v-2))^2\), which is never negative and vanishes only at \(v=1\) and \(v=2\). These are the stable volumes, so the right slope of \(G\) at \(p=1\) is 1 and the left slope is 2. Lean proves the equality of sets `phases f 0 3 1 = {1, 2}` first and then applies the two derivative theorems.

Finite pressure steps give average slopes close to these two values, by direct arithmetic. At \(p=1.264\) the minimizer is \(v=0.9\), where the derivative of \(((v-1)(v-2))^2\) is \(-0.264\). Hence
\[
G(1.264)=0.11^2+0.264\times0.9=0.2497 .
\]
With \(G(1)=0\), the average slope is \(0.2497/0.264\approx0.946\), between the volumes 0.9 and 1, as the bounds on the energy change require.

At \(p=0.736\) the minimizer is \(v=2.1\), and
\[
G(0.736)=0.11^2-0.264\times2.1=-0.5423 .
\]
The average slope is \((-0.5423)/(-0.264)\approx2.054\), between 2 and 2.1. A central difference across the transition would instead give \((0.2497+0.5423)/0.528=1.5\), which is the volume of neither phase.
